# PAW projector forces in an eigenstate sum to zero when the rest of the Hamiltonian commutes with the gradient

In the projector augmented-wave (PAW) and ultrasoft methods, an electronic state \(x\) with real energy \(e\) obeys \(Hx=eSx\), where

\[
H=H_0+\sum_a P_aD_aP_a^\dagger,\qquad S=1+\sum_a P_aq_aP_a^\dagger .
\]

The columns of \(P_a\) are the projectors of atom \(a\), \(D_a\) holds their coupling strengths and \(q_a\) their augmentation charges. \(H_0\) is the Hermitian remainder. The anti-Hermitian matrix \(A\) is one Cartesian component of the gradient, not a vector potential. For a state normalised to \(\langle x,Sx\rangle=1\), the projector force on atom \(a\) along that direction is

\[
F_a=2\,\mathrm{Re}\,\langle x,\,A P_a(D_a-e\,q_a)P_a^\dagger x\rangle .
\]

If \(A\) commutes with \(H_0\), for instance when \(H_0\) is the kinetic energy alone in a plane-wave basis, then \(\sum_a F_a=0\). For a single atom, the force itself vanishes.

## Net force in molecular dynamics

A nonzero total force accelerates the centre of mass in molecular dynamics. For non-interacting electrons with fixed \(D_a\) and a translation-invariant \(H_0\), the identity excludes such a contribution from the projectors.

In a plane-wave code, \(A\) is diagonal with entries \(i(k+G)_\alpha\), where \(k\) is the Bloch vector, \(G\) a reciprocal lattice vector and \(\alpha\) the direction. A reciprocal-space implementation can form the projections \(c_a=P_a^\dagger x\) and \(d_a=P_a^\dagger Ax\), and obtain

\[
F_a=-2\,\mathrm{Re}\,\big[d_a^\dagger(D_a-e\,q_a)c_a\big],
\]

which it weights with the occupation and the k-point weight and sums over bands and k-points.

## Force balance from the eigenvalue equation

For Hermitian \(M_a=D_a-e\,q_a\), let the projectors move with the atom at unit speed, \(\dot P_a=-AP_a\), so that \(t\) measures its displacement. At fixed \(x\) and \(e\),

\[
\frac{d}{dt}\langle x,P_aM_aP_a^\dagger x\rangle
=2\,\mathrm{Re}\,\langle x,\dot P_aM_aP_a^\dagger x\rangle=-F_a ,
\]

because the two product-rule terms are complex conjugates. To see why this is a force, let only atom \(a\) move, with \(H_0\), \(D_a\) and \(q_a\) fixed, and follow a differentiable eigenpair with \(\langle x,Sx\rangle=1\). Differentiating \(Hx=eSx\) and taking the inner product with \(x\) gives \(\dot e=\langle x,(\dot H-e\dot S)x\rangle\), which is the derivative above. Hence \(F_a=-\dot e\).

For the sum, take any \(x\) and real \(e\), and set \(r=Hx-eSx\). The definitions of \(H\) and \(S\) give

\[
\sum_a P_a(D_a-e\,q_a)P_a^\dagger=(H-eS)-H_0+e ,
\]

and therefore

\[
\sum_aF_a=2\,\mathrm{Re}\langle x,Ar\rangle-2\,\mathrm{Re}\langle x,AH_0x\rangle+2e\,\mathrm{Re}\langle x,Ax\rangle .
\]

If \(B^\dagger=-B\), then \(\langle x,Bx\rangle^*=\langle x,B^\dagger x\rangle=-\langle x,Bx\rangle\), so its real part is zero. This removes the last term. It also applies to \(AH_0+H_0A\), whose adjoint is \(-(AH_0+H_0A)\). Writing \(2AH_0=(AH_0+H_0A)+[A,H_0]\) leaves

\[
\sum_aF_a=2\,\mathrm{Re}\langle x,Ar\rangle-\mathrm{Re}\langle x,[A,H_0]x\rangle .
\]

The first term comes from an unconverged state, the second from broken translation invariance in \(H_0\). Both vanish under the stated conditions.

## Lean definitions and proofs

```lean
import Mathlib

open Matrix

namespace PAWForceSumRule

noncomputable section

variable {n k ι : Type*} [Fintype n] [Fintype k] [Fintype ι]
  {κ : ι → Type*} [∀ a, Fintype (κ a)]

/-- The sum over atoms `∑ P_a M_a P_aᴴ`, with the projectors of atom `a` as columns of `P_a`. -/
def nonlocalPart (P : ∀ a, Matrix n (κ a) ℂ) (M : ∀ a, Matrix (κ a) (κ a) ℂ) :
    Matrix n n ℂ :=
  ∑ a, P a * M a * (P a)ᴴ

/-- The Hamiltonian `H = H0 + ∑ P_a D_a P_aᴴ`. -/
def hamiltonian (H0 : Matrix n n ℂ) (P : ∀ a, Matrix n (κ a) ℂ)
    (D : ∀ a, Matrix (κ a) (κ a) ℂ) : Matrix n n ℂ :=
  H0 + nonlocalPart P D

/-- The overlap operator `S = 1 + ∑ P_a q_a P_aᴴ`. -/
def overlap [DecidableEq n] (P : ∀ a, Matrix n (κ a) ℂ)
    (q : ∀ a, Matrix (κ a) (κ a) ℂ) : Matrix n n ℂ :=
  1 + nonlocalPart P q

/-- The projector force `2 Re ⟨x, A P (D - e q) Pᴴ x⟩` of one atom in the state `x`,
where `A` stands for the gradient. -/
def projectorForce (A : Matrix n n ℂ) (P : Matrix n k ℂ) (D q : Matrix k k ℂ)
    (e : ℝ) (x : n → ℂ) : ℝ :=
  2 * (star x ⬝ᵥ (A * P * (D - (e : ℂ) • q) * Pᴴ) *ᵥ x).re

/-- The expectation value of the adjoint is the complex conjugate expectation value. -/
theorem expect_conjTranspose (B : Matrix n n ℂ) (x : n → ℂ) :
    star x ⬝ᵥ Bᴴ *ᵥ x = star (star x ⬝ᵥ B *ᵥ x) := by
  rw [Matrix.dotProduct_mulVec, ← Matrix.star_mulVec, Matrix.star_dotProduct]

/-- The expectation value of an anti-Hermitian matrix has zero real part. -/
theorem re_expect_antiHermitian {B : Matrix n n ℂ} (hB : Bᴴ = -B) (x : n → ℂ) :
    (star x ⬝ᵥ B *ᵥ x).re = 0 := by
  have h := congrArg Complex.re (expect_conjTranspose B x)
  rw [hB, Matrix.neg_mulVec, dotProduct_neg, Complex.neg_re, Complex.star_def,
    Complex.conj_re] at h
  linarith

/-- For Hermitian `D` and `q`, the projector force is minus the derivative of
`⟨x, P(t) (D - e q) P(t)ᴴ x⟩` at fixed `x` and `e`, when the projectors move with
velocity `-A P` at `t = 0`. -/
theorem hasDerivAt_projector_energy (A : Matrix n n ℂ) (P : ℝ → Matrix n k ℂ)
    {D q : Matrix k k ℂ} (hD : D.IsHermitian) (hq : q.IsHermitian) (e : ℝ) (x : n → ℂ)
    (hP : ∀ i j, HasDerivAt (fun t => P t i j) ((-(A * P 0)) i j) 0) :
    HasDerivAt (fun t => (star x ⬝ᵥ (P t * (D - (e : ℂ) • q) * (P t)ᴴ) *ᵥ x).re)
      (-projectorForce A (P 0) D q e x) 0 := by
  have hM : (D - (e : ℂ) • q)ᴴ = D - (e : ℂ) • q := by
    simp [Matrix.conjTranspose_sub, Matrix.conjTranspose_smul, hD.eq, hq.eq]
  unfold projectorForce
  generalize D - (e : ℂ) • q = M at hM ⊢
  -- the energy in terms of the projections of the state
  have hE : ∀ Q R : Matrix n k ℂ, star x ⬝ᵥ (Q * M * Rᴴ) *ᵥ x =
      ∑ a, ∑ b, (star x ᵥ* Q) a * M a b * star ((star x ᵥ* R) b) := by
    intro Q R
    have hR : Rᴴ *ᵥ x = star (star x ᵥ* R) := by
      rw [Matrix.star_vecMul, star_star]
    rw [← Matrix.mulVec_mulVec, ← Matrix.mulVec_mulVec, Matrix.dotProduct_mulVec, hR]
    simp only [dotProduct, Matrix.mulVec, Finset.mul_sum, mul_assoc, Pi.star_apply]
  have hu : ∀ a, HasDerivAt (fun t => (star x ᵥ* P t) a)
      ((star x ᵥ* (-(A * P 0))) a) 0 := by
    intro a
    simp only [Matrix.vecMul, dotProduct]
    exact HasDerivAt.fun_sum fun i _ => (hP i a).const_mul _
  -- product rule
  have hsum := HasDerivAt.fun_sum (u := Finset.univ) fun a _ =>
    HasDerivAt.fun_sum (u := Finset.univ) fun b _ =>
      ((hu a).mul_const (M a b)).fun_mul (hu b).star
  have hre := Complex.reCLM.hasFDerivAt.comp_hasDerivAt (0 : ℝ) hsum
  simp only [Finset.sum_add_distrib, ← hE] at hre
  -- the two terms are complex conjugates of each other
  have hadj : P 0 * M * (-(A * P 0))ᴴ = (-(A * P 0) * M * (P 0)ᴴ)ᴴ := by
    rw [Matrix.conjTranspose_mul, Matrix.conjTranspose_mul,
      Matrix.conjTranspose_conjTranspose, hM, Matrix.mul_assoc]
  rw [hadj, expect_conjTranspose] at hre
  refine (hre.congr_deriv ?_)
  simp only [Complex.reCLM_apply, Complex.add_re, Complex.star_def, Complex.conj_re,
    Matrix.neg_mul, Matrix.neg_mulVec, dotProduct_neg, Complex.neg_re]
  ring

/-- Force balance for any vector `x` and real `e`, with `H0` Hermitian and `A` anti-Hermitian:
the net projector force is `2 Re ⟨x, A (H x - e S x)⟩ - Re ⟨x, [A, H0] x⟩`. -/
theorem net_force_balance [DecidableEq n] {H0 A : Matrix n n ℂ} (hH0 : H0.IsHermitian)
    (hA : Aᴴ = -A) (P : ∀ a, Matrix n (κ a) ℂ) (D q : ∀ a, Matrix (κ a) (κ a) ℂ)
    (e : ℝ) (x : n → ℂ) :
    ∑ a, projectorForce A (P a) (D a) (q a) e x =
      2 * (star x ⬝ᵥ A *ᵥ (hamiltonian H0 P D *ᵥ x - (e : ℂ) • (overlap P q *ᵥ x))).re
        - (star x ⬝ᵥ (A * H0 - H0 * A) *ᵥ x).re := by
  let L : Matrix n n ℂ →+ ℝ := AddMonoidHom.mk' (fun B => 2 * (star x ⬝ᵥ B *ᵥ x).re)
    (by intro B C; simp only [Matrix.add_mulVec, dotProduct_add, Complex.add_re, mul_add])
  have hS : ∑ a, projectorForce A (P a) (D a) (q a) e x =
      L (∑ a, A * P a * (D a - (e : ℂ) • q a) * (P a)ᴴ) := (map_sum L _ _).symm
  have hN : ∑ a, A * P a * (D a - (e : ℂ) • q a) * (P a)ᴴ =
      A * (nonlocalPart P D - (e : ℂ) • nonlocalPart P q) := by
    unfold nonlocalPart
    rw [Finset.smul_sum, ← Finset.sum_sub_distrib, Finset.mul_sum]
    refine Finset.sum_congr rfl fun a _ => ?_
    simp only [Matrix.mul_sub, Matrix.sub_mul, Matrix.mul_smul, Matrix.smul_mul,
      Matrix.mul_assoc]
  -- trade the projector terms for the residual, `H0` and the identity
  have hsplit : A * (nonlocalPart P D - (e : ℂ) • nonlocalPart P q) =
      A * (hamiltonian H0 P D - (e : ℂ) • overlap P q) - A * H0 + (e : ℂ) • A := by
    simp only [hamiltonian, overlap, Matrix.mul_sub, Matrix.mul_add, smul_add,
      Matrix.mul_smul, Matrix.mul_one]
    abel
  have hres : star x ⬝ᵥ A *ᵥ (hamiltonian H0 P D *ᵥ x - (e : ℂ) • (overlap P q *ᵥ x)) =
      star x ⬝ᵥ (A * (hamiltonian H0 P D - (e : ℂ) • overlap P q)) *ᵥ x := by
    rw [← Matrix.mulVec_mulVec, Matrix.sub_mulVec, Matrix.smul_mulVec]
  -- two anti-Hermitian matrices drop out
  have h1 : (star x ⬝ᵥ ((e : ℂ) • A) *ᵥ x).re = 0 :=
    re_expect_antiHermitian (by simp [Matrix.conjTranspose_smul, hA]) x
  have h2 : (star x ⬝ᵥ (A * H0 + H0 * A) *ᵥ x).re = 0 := by
    refine re_expect_antiHermitian ?_ x
    rw [Matrix.conjTranspose_add, Matrix.conjTranspose_mul, Matrix.conjTranspose_mul,
      hA, hH0.eq]
    noncomm_ring
  rw [hS, hN, hsplit, hres]
  change 2 * (star x ⬝ᵥ (_ - A * H0 + (e : ℂ) • A) *ᵥ x).re = _
  rw [Matrix.add_mulVec, Matrix.sub_mulVec, dotProduct_add, dotProduct_sub,
    Complex.add_re, Complex.sub_re, h1, Matrix.sub_mulVec, dotProduct_sub, Complex.sub_re]
  rw [Matrix.add_mulVec, dotProduct_add, Complex.add_re] at h2
  linarith

/-- Force sum rule: if `H0` is Hermitian, `A` is anti-Hermitian and commutes with `H0`, and
`H x = e S x` with `e` real, then the projector forces of all atoms sum to zero. -/
theorem sum_projectorForce_eq_zero [DecidableEq n] {H0 A : Matrix n n ℂ}
    (hH0 : H0.IsHermitian) (hA : Aᴴ = -A) (hcomm : A * H0 = H0 * A)
    (P : ∀ a, Matrix n (κ a) ℂ) (D q : ∀ a, Matrix (κ a) (κ a) ℂ) (e : ℝ) (x : n → ℂ)
    (hx : hamiltonian H0 P D *ᵥ x = (e : ℂ) • (overlap P q *ᵥ x)) :
    ∑ a, projectorForce A (P a) (D a) (q a) e x = 0 := by
  rw [net_force_balance hH0 hA, hx, hcomm]
  simp

/-- If `H0` is Hermitian, `A` is anti-Hermitian and commutes with `H0`, and each `x s` satisfies
`H x = e S x` with real energy `e s`, then the projector forces, weighted with real occupations
`f s` and summed over states and atoms, give zero. -/
theorem sum_occupied_projectorForce_eq_zero [DecidableEq n] {σ : Type*} [Fintype σ]
    {H0 A : Matrix n n ℂ} (hH0 : H0.IsHermitian) (hA : Aᴴ = -A) (hcomm : A * H0 = H0 * A)
    (P : ∀ a, Matrix n (κ a) ℂ) (D q : ∀ a, Matrix (κ a) (κ a) ℂ)
    (f e : σ → ℝ) (x : σ → n → ℂ)
    (hx : ∀ s, hamiltonian H0 P D *ᵥ x s = (e s : ℂ) • (overlap P q *ᵥ x s)) :
    ∑ a, ∑ s, f s * projectorForce A (P a) (D a) (q a) (e s) (x s) = 0 := by
  rw [Finset.sum_comm]
  refine Finset.sum_eq_zero fun s _ => ?_
  rw [← Finset.mul_sum, sum_projectorForce_eq_zero hH0 hA hcomm P D q (e s) (x s) (hx s),
    mul_zero]

/-- The hopping Hamiltonian of a ring of three sites. -/
def ringH0 : Matrix (Fin 3) (Fin 3) ℂ := !![2, -1, -1; -1, 2, -1; -1, -1, 2]

/-- The central difference on the ring, up to a factor. -/
def ringA : Matrix (Fin 3) (Fin 3) ℂ := !![0, 1, -1; -1, 0, 1; 1, -1, 0]

/-- Two atoms with one projector each, on the first and on the second site. -/
def ringP (a : Fin 2) : Matrix (Fin 3) (Fin 1) ℂ :=
  Matrix.of fun i _ => if i.val = a.val then 1 else 0

/-- On the three-site ring with `D = 3` and `q = 1` on both atoms, the vector `(1, 1, 2)` with
`e = 1` meets all conditions of the sum rule, and the two forces are `4` and `-4`. -/
theorem sum_projectorForce_witness :
    ringH0.IsHermitian ∧ ringAᴴ = -ringA ∧ ringA * ringH0 = ringH0 * ringA ∧
    hamiltonian ringH0 ringP (fun _ => !![3]) *ᵥ ![1, 1, 2] =
      ((1 : ℝ) : ℂ) • (overlap ringP (fun _ => !![1]) *ᵥ ![1, 1, 2]) ∧
    projectorForce ringA (ringP 0) !![3] !![1] 1 ![1, 1, 2] = 4 ∧
    projectorForce ringA (ringP 1) !![3] !![1] 1 ![1, 1, 2] = -4 := by
  refine ⟨?_, ?_, ?_, ?_, ?_, ?_⟩
  · ext i j
    fin_cases i <;> fin_cases j <;> simp [ringH0]
  · ext i j
    fin_cases i <;> fin_cases j <;> simp [ringA]
  · ext i j
    fin_cases i <;> fin_cases j <;>
      norm_num [ringA, ringH0, Matrix.mul_apply, Fin.sum_univ_succ]
  · ext i
    fin_cases i <;>
      norm_num [hamiltonian, overlap, nonlocalPart, ringH0, ringP, Matrix.mulVec, dotProduct,
        Matrix.mul_apply, Matrix.add_apply, Matrix.one_apply, Fin.sum_univ_succ] <;>
      decide
  · norm_num [projectorForce, ringA, ringP, Matrix.mulVec, dotProduct, Matrix.mul_apply,
      Fin.sum_univ_succ, Matrix.vecHead, Matrix.vecTail]
    split_ifs with h
    · exact absurd h (by decide)
    · norm_num
  · norm_num [projectorForce, ringA, ringP, Matrix.mulVec, dotProduct, Matrix.mul_apply,
      Fin.sum_univ_succ, Matrix.vecHead, Matrix.vecTail]

end

end PAWForceSumRule
```

```lean
#print axioms PAWForceSumRule.hasDerivAt_projector_energy
#print axioms PAWForceSumRule.sum_projectorForce_eq_zero
#print axioms PAWForceSumRule.sum_occupied_projectorForce_eq_zero
```

```
'PAWForceSumRule.hasDerivAt_projector_energy' depends on axioms: [propext, Classical.choice, Quot.sound]
'PAWForceSumRule.sum_projectorForce_eq_zero' depends on axioms: [propext, Classical.choice, Quot.sound]
'PAWForceSumRule.sum_occupied_projectorForce_eq_zero' depends on axioms: [propext, Classical.choice, Quot.sound]
```

## Reach of the sum rule

The finite types `n`, `ι` and `κ a` label basis functions, atoms and the projectors of atom `a`, so atoms may carry different numbers of projectors. Where only one atom appears, the type `k` labels its projectors; it is not the Bloch vector. The expression `star x ⬝ᵥ B *ᵥ x` is \(\langle x,Bx\rangle\). In `sum_projectorForce_eq_zero`, `hcomm` expresses translation invariance and `hx` is the eigenvalue equation. Hermitian \(D_a\) and \(q_a\) are assumed only in `hasDerivAt_projector_energy`, which expands the energy in projections and applies the product rule; `hadj` identifies the conjugate terms.

In `net_force_balance`, the additive map `L` takes the atom sum inside the expectation value, `hsplit` substitutes \(H\) and \(S\), and `h1` and `h2` remove the anti-Hermitian parts. The sum rule then follows by inserting `hx` and `hcomm`. `sum_occupied_projectorForce_eq_zero` exchanges the sums over atoms and states and applies the rule to each state.

The vector is not required to be normalised. In the three-site example of `sum_projectorForce_witness`, the forces are \(4\) and \(-4\) with \(\langle x,Sx\rangle=8\); for the normalised state they are \(\tfrac12\) and \(-\tfrac12\). The individual forces can thus be nonzero while their sum vanishes.

In a real molecule or crystal, \(H_0\) also contains the local effective potential, which generally fails to commute with \(A\), so the sum rule does not apply to the projector forces alone. The total force on an atom has further terms, for example from the dependence of the local potential on the atomic positions and from the repulsion between ions. The derivative theorem also holds \(x\), \(e\), \(D_a\) and \(q_a\) fixed, so it says nothing about the response of a self-consistent density.
